# Dirac's operator K determines J² and the orbital angular momenta of the upper and lower spinor components

An electron moves in a central field, for instance that of a bare nucleus, and obeys the Dirac equation. Its orbital angular momentum is not conserved: in a stationary state that is also an eigenstate of Dirac's operator $K$, the upper and lower halves of the spinor carry different values of $l$. Yet the radial equations need only one angular label, the eigenvalue $\kappa$ of $K$. How does $\kappa$ encode the total angular momentum and both orbital ones?

Set $\hbar=1$ and number the Cartesian axes 0, 1, 2. The orbital angular momentum $L_i$, the spin matrices $\Sigma_i$ (`S` in the code) and $\beta$ are elements of a complex algebra `A`, in which products need not commute.

```lean
import Mathlib

open Complex (I)
open scoped Kronecker

namespace DiracSpinOrbit

noncomputable section

variable {A : Type*} [Ring A] [Algebra ℂ A]
```

`AngularAlgebra` collects the assumptions. The $L_i$ obey the angular momentum commutators, and the $\Sigma_i$ multiply like Pauli matrices and commute with every $L_j$, since spin and position are independent. The involution $\beta$ is $+1$ on upper and $-1$ on lower components; it commutes with $L_i$ and $\Sigma_i$ because these act alike on both halves.

```lean
/-- The relations of the angular part of the Dirac problem: `L` is an angular momentum, `S` is a
triple of Pauli type commuting with `L`, and `β` is an involution commuting with both. -/
structure AngularAlgebra (L S : Fin 3 → A) (β : A) : Prop where
  L01 : L 0 * L 1 - L 1 * L 0 = I • L 2
  L12 : L 1 * L 2 - L 2 * L 1 = I • L 0
  L20 : L 2 * L 0 - L 0 * L 2 = I • L 1
  S_sq : ∀ i, S i * S i = 1
  S01 : S 0 * S 1 = I • S 2
  S12 : S 1 * S 2 = I • S 0
  S20 : S 2 * S 0 = I • S 1
  L_S : ∀ i j, Commute (L i) (S j)
  β_sq : β * β = 1
  β_L : ∀ i, Commute β (L i)
  β_S : ∀ i, Commute β (S i)
```

For a triple $V$, write $V^2=\sum_i V_i^2$.

```lean
/-- The square `V² = V₀² + V₁² + V₂²` of a vector operator. -/
def vecSq (V : Fin 3 → A) : A := ∑ i, V i * V i
```

The spin-orbit operator is $\Sigma\cdot L=\sum_i\Sigma_iL_i$.

```lean
/-- The spin-orbit operator `Σ·L`. -/
def spinOrbit (L S : Fin 3 → A) : A := ∑ i, S i * L i
```

The total angular momentum is $J_i=L_i+\tfrac12\Sigma_i$.

```lean
/-- The total angular momentum `J = L + Σ/2`. -/
def totalJ (L S : Fin 3 → A) (i : Fin 3) : A := L i + (1 / 2 : ℂ) • S i
```

Dirac's operator is $K=\beta(\Sigma\cdot L+1)$.

```lean
/-- Dirac's operator `K = β(Σ·L + 1)`. -/
def diracK (L S : Fin 3 → A) (β : A) : A := β * (spinOrbit L S + 1)
```

The Hamiltonian does not enter, so the conservation of $K$ in a central field is background here. The algebra has no adjoint or domains; for differential operators, think of the four-component functions that are smooth away from the origin, a space that all of them preserve. Smoothness at the origin itself would exclude the $s_{1/2}$ states of a point nucleus.

## (a) Reversing a Pauli product

Let $a^2=b^2=c^2=1$ and $ab=ic$. Show that $ba=-ic$.

**Solution.** First, $(ab)^2=(ic)^2=-1$. Inserting $a^2=b^2=1$ gives
$$ba=a^2(ba)b^2=a(ab)(ab)b=-ab=-ic.$$
The `calc` chain follows these equalities.

```lean
/-- If three involutions satisfy `ab = ic`, then the product in reversed order is `ba = -ic`. -/
theorem pauli_reversed {a b c : A} (ha : a * a = 1) (hb : b * b = 1) (hc : c * c = 1)
    (hab : a * b = I • c) : b * a = -(I • c) := by
  have hsq : (a * b) * (a * b) = -1 := by
    rw [hab, smul_mul_smul_comm, hc, Complex.I_mul_I, neg_one_smul]
  calc b * a = (a * a) * (b * a) * (b * b) := by rw [ha, hb, one_mul, mul_one]
    _ = a * ((a * b) * (a * b)) * b := by simp only [mul_assoc]
    _ = -(a * b) := by rw [hsq, mul_neg, mul_one, neg_mul]
    _ = -(I • c) := by rw [hab]
```

## (b) The square of the spin-orbit operator

Show that $(\Sigma\cdot L)^2=L^2-\Sigma\cdot L$.

**Solution.** Since spin and orbital operators commute,
$$(\Sigma\cdot L)^2=\sum_{i,j}\Sigma_i\Sigma_jL_iL_j.$$
The terms with $i=j$ give $L^2$. By (a), the pair 0, 1 gives
$$i\Sigma_2(L_0L_1-L_1L_0)=i\Sigma_2\,(iL_2)=-\Sigma_2L_2,$$
and the other two pairs give $-\Sigma_0L_0$ and $-\Sigma_1L_1$.

In the proof, `key` reorders the factors, `comm` evaluates one pair, and the last line adds the three pairs.

```lean
variable {L S : Fin 3 → A} {β : A}

/-- Under the relations of `AngularAlgebra`, the spin-orbit operator satisfies `(Σ·L)² = L² - Σ·L`.
-/
theorem spinOrbit_sq (h : AngularAlgebra L S β) :
    spinOrbit L S * spinOrbit L S = vecSq L - spinOrbit L S := by
  have key : ∀ i j, S i * L i * (S j * L j) = S i * S j * (L i * L j) :=
    fun i j => (h.L_S i j).mul_mul_mul_comm _ _
  have s10 := pauli_reversed (h.S_sq 0) (h.S_sq 1) (h.S_sq 2) h.S01
  have s21 := pauli_reversed (h.S_sq 1) (h.S_sq 2) (h.S_sq 0) h.S12
  have s02 := pauli_reversed (h.S_sq 2) (h.S_sq 0) (h.S_sq 1) h.S20
  -- the antisymmetric part of `Lᵢ Lⱼ` gives back one power of `L`
  have comm : ∀ s x y z : A, x * y - y * x = I • z →
      I • (s * (x * y)) - I • (s * (y * x)) = -(s * z) := by
    intro s x y z hz
    rw [← smul_sub, ← mul_sub, hz, mul_smul_comm, smul_smul, Complex.I_mul_I, neg_one_smul]
  have c2 := comm (S 2) _ _ _ h.L01
  have c0 := comm (S 0) _ _ _ h.L12
  have c1 := comm (S 1) _ _ _ h.L20
  simp only [spinOrbit, vecSq, Fin.sum_univ_three, mul_add, add_mul, key, h.S_sq, h.S01, h.S12,
    h.S20, s10, s21, s02, one_mul, neg_mul, smul_mul_assoc]
  linear_combination (norm := module) c0 + c1 + c2
```

## (c) The square of the total angular momentum

Show that $J^2=L^2+\Sigma\cdot L+\tfrac34$.

**Solution.** Because $L_i$ and $\Sigma_i$ commute and $\Sigma_i^2=1$,
$$(L_i+\tfrac12\Sigma_i)^2=L_i^2+\Sigma_iL_i+\tfrac14.$$
Sum over the three axes. Lean expands in the same way, and `module` collects the coefficients.

```lean
/-- Under the relations of `AngularAlgebra`, the total angular momentum satisfies
`J² = L² + Σ·L + 3/4`. -/
theorem totalJ_sq (h : AngularAlgebra L S β) :
    vecSq (totalJ L S) = vecSq L + spinOrbit L S + (3 / 4 : ℂ) • (1 : A) := by
  have hc : ∀ i j, L i * S j = S j * L i := fun i j => (h.L_S i j).eq
  simp only [vecSq, totalJ, spinOrbit, Fin.sum_univ_three, mul_add, add_mul, smul_mul_assoc,
    mul_smul_comm, h.S_sq, hc]
  module
```

## (d) Moving β through the bracket

Show that $\beta(\Sigma\cdot L+1)=(\Sigma\cdot L+1)\beta$.

**Solution.** $\beta$ commutes with $\Sigma_i$ and $L_i$, hence with each product $\Sigma_iL_i$, with their sum, and with 1. The proof term is assembled in that order.

```lean
/-- Under the relations of `AngularAlgebra`, the involution `β` commutes with `Σ·L + 1`. -/
theorem beta_commute (h : AngularAlgebra L S β) : Commute β (spinOrbit L S + 1) :=
  (Commute.sum_right _ _ _ fun i _ => (h.β_S i).mul_right (h.β_L i)).add_right
    (Commute.one_right β)
```

## (e) The square of Dirac's operator

Show that $K^2=J^2+\tfrac14$.

**Solution.** By (d) the two factors $\beta$ meet and give 1. Then (b) and (c) yield
$$K^2=(\Sigma\cdot L)^2+2\,\Sigma\cdot L+1=L^2+\Sigma\cdot L+1=J^2+\tfrac14.$$
The rewrites use (d), $\beta^2=1$, (b) and (c) in turn.

```lean
/-- Under the relations of `AngularAlgebra`, the square of Dirac's operator is `K² = J² + 1/4`. -/
theorem diracK_sq (h : AngularAlgebra L S β) :
    diracK L S β * diracK L S β = vecSq (totalJ L S) + (1 / 4 : ℂ) • (1 : A) := by
  have hX : (spinOrbit L S + 1) * (spinOrbit L S + 1)
      = spinOrbit L S * spinOrbit L S + spinOrbit L S + spinOrbit L S + 1 := by noncomm_ring
  -- the two factors `β` meet and cancel
  rw [diracK, (beta_commute h).symm.mul_mul_mul_comm, h.β_sq, one_mul, hX, spinOrbit_sq h,
    totalJ_sq h]
  module
```

The commutators of $L$ matter. Take $2\times2$ matrices with $\Sigma_i$ the Pauli matrices, $\beta=1$, $L_0=1$ and $L_1=L_2=0$. Only $[L_1,L_2]=iL_0$ fails, but now $K^2=2+2\Sigma_0$, while $J^2+\tfrac14=2+\Sigma_0$.

## (f) Recovering the orbital part

Show that $L^2=K^2-\beta K$.

**Solution.** From $\beta^2=1$ we get $\beta K=\Sigma\cdot L+1$. Part (e) gave $K^2=L^2+\Sigma\cdot L+1$; subtract. The step `hb` is the formula for $\beta K$.

```lean
/-- Under the relations of `AngularAlgebra`, the square of the orbital angular momentum is
`L² = K² - βK`. -/
theorem orbital_sq (h : AngularAlgebra L S β) :
    vecSq L = diracK L S β * diracK L S β - β * diracK L S β := by
  have hb : β * diracK L S β = spinOrbit L S + 1 := by
    rw [diracK, ← mul_assoc, h.β_sq, one_mul]
  rw [diracK_sq h, hb, totalJ_sq h]
  module
```

## (g) The values of κ for given j

States are now vectors of a module `M` over the algebra. Let $\psi\neq0$ satisfy $K\psi=\kappa\psi$ and $J^2\psi=j(j+1)\psi$. Show that $\kappa=\pm(j+\tfrac12)$.

**Solution.** Apply (e) to $\psi$:
$$\bigl[\kappa^2-j(j+1)-\tfrac14\bigr]\psi=0.$$
As $\psi\ne0$, the bracket vanishes, so
$$\bigl(\kappa-(j+\tfrac12)\bigr)\bigl(\kappa+(j+\tfrac12)\bigr)=0.$$
These are `e0` and `e2` in the proof. Both $\kappa$ and $j$ may be any complex numbers; that $j$ is half-integral is not derived.

```lean
variable {M : Type*} [AddCommGroup M] [Module ℂ M] [Module A M] [IsScalarTower ℂ A M]

/-- Under the relations of `AngularAlgebra`, a nonzero state with `Kψ = κψ` and `J²ψ = j(j+1)ψ` has
`κ = j + 1/2` or `κ = -(j + 1/2)`. -/
theorem kappa_eq (h : AngularAlgebra L S β) {ψ : M} (hψ : ψ ≠ 0) {κ j : ℂ}
    (hK : diracK L S β • ψ = κ • ψ) (hJ : vecSq (totalJ L S) • ψ = (j * (j + 1)) • ψ) :
    κ = j + 1 / 2 ∨ κ = -(j + 1 / 2) := by
  have e : diracK L S β • diracK L S β • ψ
      = vecSq (totalJ L S) • ψ + (1 / 4 : ℂ) • ψ := by
    rw [← mul_smul, diracK_sq h, add_smul, smul_assoc, one_smul]
  rw [hK, smul_algebra_smul_comm, hK, hJ] at e
  have e0 : (κ * κ - (j * (j + 1) + 1 / 4)) • ψ = 0 := by
    linear_combination (norm := module) e
  have e1 := (smul_eq_zero.mp e0).resolve_right hψ
  have e2 : (κ - (j + 1 / 2)) * (κ + (j + 1 / 2)) = 0 := by linear_combination e1
  rcases mul_eq_zero.mp e2 with h1 | h1
  · left; linear_combination h1
  · right; linear_combination h1
```

## (h) Two orbital momenta in one spinor

Let $K\psi=\kappa\psi$ and $\varphi_\pm=(1\pm\beta)\psi$. Show that $L^2\varphi_\pm=\kappa(\kappa\mp1)\varphi_\pm$.

**Solution.** $K$ commutes with $\beta$ by (d), and $\beta(1\pm\beta)=\pm(1\pm\beta)$. With (f),
$$L^2(1\pm\beta)=(1\pm\beta)(K^2\mp K).$$
Acting on $\psi$, the last bracket gives $\kappa^2\mp\kappa$. The steps `up` and `low` are the two operator identities.

The vectors $\varphi_\pm$ are twice the projections $\tfrac12(1\pm\beta)\psi$, and either may be zero.

```lean
/-- Under the relations of `AngularAlgebra`, if `Kψ = κψ`, the parts `(1 + β)ψ` and `(1 - β)ψ` of
the spinor satisfy `L²φ = κ(κ - 1)φ` and `L²φ = κ(κ + 1)φ` respectively. -/
theorem orbital_components (h : AngularAlgebra L S β) {ψ : M} {κ : ℂ}
    (hK : diracK L S β • ψ = κ • ψ) :
    vecSq L • ((1 + β) • ψ) = (κ * (κ - 1)) • ((1 + β) • ψ) ∧
    vecSq L • ((1 - β) • ψ) = (κ * (κ + 1)) • ((1 - β) • ψ) := by
  have hc : Commute (diracK L S β) β := (Commute.refl β).mul_left (beta_commute h).symm
  have hkk := (hc.mul_left hc).eq
  have hbkb : β * diracK L S β * β = diracK L S β := by
    rw [mul_assoc, hc.eq, ← mul_assoc, h.β_sq, one_mul]
  -- on each part `β` is a sign, so `L² = K² ∓ K` there
  have up : vecSq L * (1 + β)
      = (1 + β) * (diracK L S β * diracK L S β - diracK L S β) := by
    rw [orbital_sq h]
    simp only [mul_add, add_mul, mul_sub, sub_mul, mul_one, one_mul, hkk, hbkb]
    abel
  have low : vecSq L * (1 - β)
      = (1 - β) * (diracK L S β * diracK L S β + diracK L S β) := by
    rw [orbital_sq h]
    simp only [mul_add, mul_sub, sub_mul, mul_one, one_mul, hkk, hbkb]
    abel
  have hKK : (diracK L S β * diracK L S β) • ψ = (κ * κ) • ψ := by
    rw [mul_smul, hK, smul_algebra_smul_comm, hK, smul_smul]
  have e1 : (diracK L S β * diracK L S β - diracK L S β) • ψ = (κ * (κ - 1)) • ψ := by
    rw [sub_smul, hKK, hK]
    module
  have e2 : (diracK L S β * diracK L S β + diracK L S β) • ψ = (κ * (κ + 1)) • ψ := by
    rw [add_smul, hKK, hK]
    module
  constructor
  · rw [← mul_smul, up, mul_smul (1 + β) _ ψ, e1, smul_algebra_smul_comm]
  · rw [← mul_smul, low, mul_smul (1 - β) _ ψ, e2, smul_algebra_smul_comm]
```

In a one-electron central-field calculation, a loop over $\kappa$ therefore fixes $j$ and the orbital momenta of both components; the magnetic quantum number remains a separate label. For $\kappa=1$ the upper part has $L^2=0$ and the lower part $L^2=2$: an $s_{1/2}$ state with a $p$-type lower component. Many atomic codes define $\kappa$ with the opposite sign and label this state $\kappa=-1$, so the sign should be checked before formulas are copied.

## (i) A twelve-dimensional example

Find matrices with $L\neq0$ that satisfy all the assumptions.

**Solution.** Let $\ell_i$ be the $l=1$ matrices in the Cartesian basis and $\sigma_i$ the Pauli matrices, with $\sigma_2=\mathrm{diag}(1,-1)$ in the present numbering. On $\mathbb C^3\otimes\mathbb C^2\otimes\mathbb C^2$ put
$$L_i=\ell_i\otimes1\otimes1,\qquad \Sigma_i=1\otimes\sigma_i\otimes1,\qquad \beta=1\otimes1\otimes\sigma_2.$$
Operators on different factors commute. Direct multiplication gives $[\ell_0,\ell_1]=i\ell_2$, $\sigma_0\sigma_1=i\sigma_2$, their cyclic versions, and $\sigma_i^2=1$.

Lean checks these small products entry by entry, then multiplies the Kronecker products factor by factor.

```lean
/-- The three angular momentum matrices for `l = 1` in the Cartesian basis. -/
def ell : Fin 3 → Matrix (Fin 3) (Fin 3) ℂ :=
  ![!![0, 0, 0; 0, 0, -I; 0, I, 0], !![0, 0, I; 0, 0, 0; -I, 0, 0],
    !![0, -I, 0; I, 0, 0; 0, 0, 0]]

/-- The three Pauli matrices. -/
def pauli : Fin 3 → Matrix (Fin 2) (Fin 2) ℂ :=
  ![!![0, 1; 1, 0], !![0, -I; I, 0], !![1, 0; 0, -1]]

/-- The `l = 1` matrices, the Pauli matrices and a diagonal `β`, each acting on its own tensor
factor, satisfy all the relations of the angular algebra. -/
theorem angularAlgebra_witness :
    AngularAlgebra (fun i => (ell i ⊗ₖ (1 : Matrix (Fin 2) (Fin 2) ℂ)) ⊗ₖ
        (1 : Matrix (Fin 2) (Fin 2) ℂ))
      (fun i => ((1 : Matrix (Fin 3) (Fin 3) ℂ) ⊗ₖ pauli i) ⊗ₖ 1)
      (((1 : Matrix (Fin 3) (Fin 3) ℂ) ⊗ₖ (1 : Matrix (Fin 2) (Fin 2) ℂ)) ⊗ₖ pauli 2) := by
  have l01 : ell 0 * ell 1 = ell 1 * ell 0 + I • ell 2 := by
    ext i j; fin_cases i <;> fin_cases j <;> simp [ell, Matrix.mul_apply, Fin.sum_univ_succ]
  have l12 : ell 1 * ell 2 = ell 2 * ell 1 + I • ell 0 := by
    ext i j; fin_cases i <;> fin_cases j <;> simp [ell, Matrix.mul_apply, Fin.sum_univ_succ]
  have l20 : ell 2 * ell 0 = ell 0 * ell 2 + I • ell 1 := by
    ext i j; fin_cases i <;> fin_cases j <;> simp [ell, Matrix.mul_apply, Fin.sum_univ_succ]
  have sq : ∀ k, pauli k * pauli k = 1 := by
    intro k; ext i j
    fin_cases k <;> fin_cases i <;> fin_cases j <;>
      simp [pauli, Matrix.mul_apply, Fin.sum_univ_succ]
  have s01 : pauli 0 * pauli 1 = I • pauli 2 := by
    ext i j; fin_cases i <;> fin_cases j <;> simp [pauli, Matrix.mul_apply, Fin.sum_univ_succ]
  have s12 : pauli 1 * pauli 2 = I • pauli 0 := by
    ext i j; fin_cases i <;> fin_cases j <;> simp [pauli, Matrix.mul_apply, Fin.sum_univ_succ]
  have s20 : pauli 2 * pauli 0 = I • pauli 1 := by
    ext i j; fin_cases i <;> fin_cases j <;> simp [pauli, Matrix.mul_apply, Fin.sum_univ_succ]
  -- products act factor by factor
  constructor <;> intros <;> (try rw [commute_iff_eq]) <;>
    simp only [← Matrix.mul_kronecker_mul, mul_one, one_mul, l01, l12, l20, sq, s01, s12, s20,
      Matrix.add_kronecker, Matrix.smul_kronecker, Matrix.kronecker_smul,
      Matrix.one_kronecker_one, add_sub_cancel_left]

end

end DiracSpinOrbit
```

```lean
#print axioms DiracSpinOrbit.kappa_eq
#print axioms DiracSpinOrbit.orbital_components
```

```
'DiracSpinOrbit.kappa_eq' depends on axioms: [propext, Classical.choice, Quot.sound]
'DiracSpinOrbit.orbital_components' depends on axioms: [propext, Classical.choice, Quot.sound]
```
